# The Hessian of $1/r$ at $d\,n$ is $(3nn^{\mathsf T}-1)/d^3$, with σ to π ratio $-2$

When I fill the p–p block of a bare structure-constant matrix at zero kinetic energy, I split the vector between two different sites into a length $d$ and a unit vector $n$, and enter $(3nn^{\mathsf T}-1)/d^3$ times a normalisation factor. Apart from that factor, the block is supposed to be the matrix of second derivatives of $1/r$ at $d\,n$. This matrix should have eigenvalue $2/d^3$ along the bond and $-1/d^3$ on the plane perpendicular to it, which gives the canonical ratio $pp\sigma/pp\pi=-2$. Can this be derived rigorously, including the differentiability, and checked by machine?

## Differentiating $1/r$ twice

Yes. Let $x\neq0$ be a point in three-dimensional space and $r=\|x\|$. Write $D_v$ for the derivative in the direction $v$. Since $D_v(r^2)=2\,x\cdot v$, the chain rule for the square root gives

$$D_v r=\frac{1}{2r}\,2\,x\cdot v=\frac{x\cdot v}{r},
\qquad
D_v\frac1r=-\frac{1}{r^2}\,\frac{x\cdot v}{r}=-\frac{x\cdot v}{r^3}.$$

The component of the gradient along a fixed vector $w$ is therefore $-(w\cdot x)/r^3$. This holds at every nonzero point, hence throughout a neighbourhood of $x$, so it may be differentiated again. With $D_v(-r^{-3})=3r^{-4}(x\cdot v)/r$, the product rule gives

$$D_v\!\left(-\frac{w\cdot x}{r^3}\right)=\frac{3(w\cdot x)(x\cdot v)}{r^5}-\frac{w\cdot v}{r^3}.$$

Now take $x=d\,n$ with $d>0$ and $\|n\|=1$, so that $r=d$, and choose the coordinate vectors $w=e_j$ and $v=e_i$. The Hessian $H$ has entries

$$H_{ij}=\frac{3d^2n_in_j}{d^5}-\frac{\delta_{ij}}{d^3}=\frac{3n_in_j-\delta_{ij}}{d^3}.$$

## The σ axis and the π plane

For any vector $v$,

$$Hv=\frac{3(n\cdot v)\,n-v}{d^3}.$$

Setting $v=n$ gives $Hn=(2/d^3)\,n$. The equation $Hv=-v/d^3$ reduces to $3(n\cdot v)\,n=0$, which holds exactly when $n\cdot v=0$.

For two p directions $u$ and $v$, separating the parts along the bond gives

$$u\cdot Hv=\frac{2}{d^3}(u\cdot n)(n\cdot v)-\frac{1}{d^3}\bigl[u\cdot v-(u\cdot n)(n\cdot v)\bigr].$$

This is the Slater–Koster angular form. Taking $u=v=n$ gives $2/d^3$, and taking $u=v=p$ for a unit vector $p\perp n$ gives $-1/d^3$, so the ratio is $-2$. The trace is $(3\|n\|^2-3)/d^3=0$, which is Laplace's equation away from the charge.

The simplest case is $d=1$ with $n$ along $z$, where $H=\mathrm{diag}(-1,-1,2)$.

## The Lean file

```lean
import Mathlib

open Matrix
open scoped Topology

noncomputable section

namespace CoulombHessian

/-- Three-dimensional Euclidean space. -/
abbrev Space := EuclideanSpace ℝ (Fin 3)

/-- The potential `1/‖x‖` of a unit point charge at the origin, for `x ≠ 0`. -/
def coulomb (x : Space) : ℝ := ‖x‖⁻¹

/-- The matrix of second partial derivatives of a scalar field `f` at `x`. -/
def hessian (f : Space → ℝ) (x : Space) : Matrix (Fin 3) (Fin 3) ℝ :=
  fun i j => fderiv ℝ (fun y => fderiv ℝ f y (EuclideanSpace.single j 1)) x
    (EuclideanSpace.single i 1)

/-- Away from the origin the derivative of the distance `‖x‖` is the inner product
with `x/‖x‖`. -/
theorem hasFDerivAt_distance {x : Space} (hx : x ≠ 0) :
    HasFDerivAt (fun y : Space => ‖y‖) (‖x‖⁻¹ • innerSL ℝ x) x := by
  have h := (hasStrictFDerivAt_norm_sq x).hasFDerivAt.sqrt
    (pow_ne_zero 2 (norm_ne_zero_iff.mpr hx))
  have e : (fun y : Space => √(‖y‖ ^ 2)) = fun y => ‖y‖ := by
    funext y
    exact Real.sqrt_sq (norm_nonneg y)
  rw [e] at h
  refine h.congr_fderiv (ContinuousLinearMap.ext fun v => ?_)
  change (1 / (2 * √(‖x‖ ^ 2))) * ((2 : ℕ) • inner ℝ x v) = ‖x‖⁻¹ * inner ℝ x v
  rw [Real.sqrt_sq (norm_nonneg x), nsmul_eq_mul]
  push_cast
  ring

/-- Away from the origin the gradient of `1/‖x‖` is `-x/‖x‖³`. -/
theorem hasFDerivAt_coulomb {x : Space} (hx : x ≠ 0) :
    HasFDerivAt coulomb (-(‖x‖ ^ 3)⁻¹ • innerSL ℝ x) x := by
  have h := (hasDerivAt_inv (norm_ne_zero_iff.mpr hx)).comp_hasFDerivAt x
    (hasFDerivAt_distance hx)
  refine HasFDerivAt.congr_fderiv (f := coulomb) h (ContinuousLinearMap.ext fun v => ?_)
  change -(‖x‖ ^ 2)⁻¹ * (‖x‖⁻¹ * inner ℝ x v) = -(‖x‖ ^ 3)⁻¹ * inner ℝ x v
  ring

/-- Away from the origin, the component along `w` of the gradient of `1/‖x‖` has derivative
`3 (w·x) (x·v)/‖x‖⁵ - (w·v)/‖x‖³` in the direction `v`. -/
theorem hasFDerivAt_gradient {x : Space} (hx : x ≠ 0) (w : Space) :
    HasFDerivAt (fun y => fderiv ℝ coulomb y w)
      ((3 * inner ℝ w x / ‖x‖ ^ 5) • innerSL ℝ x - (‖x‖ ^ 3)⁻¹ • innerSL ℝ w) x := by
  have hr : ‖x‖ ≠ 0 := norm_ne_zero_iff.mpr hx
  -- the radial factor of the gradient
  have hc : HasDerivAt (fun r : ℝ => -(r ^ 3)⁻¹) (3 / ‖x‖ ^ 4) ‖x‖ := by
    refine HasDerivAt.congr_deriv ((hasDerivAt_pow 3 ‖x‖).inv (pow_ne_zero 3 hr)).neg ?_
    norm_num
    field_simp
  have hp := (hc.comp_hasFDerivAt x (hasFDerivAt_distance hx)).mul
    (innerSL ℝ w).hasFDerivAt
  -- the gradient formula holds in a whole neighbourhood of x
  have he : (fun y => fderiv ℝ coulomb y w) =ᶠ[𝓝 x]
      fun y => -(‖y‖ ^ 3)⁻¹ * inner ℝ w y := by
    filter_upwards [isOpen_ne.mem_nhds hx] with y hy
    rw [(hasFDerivAt_coulomb hy).fderiv]
    change -(‖y‖ ^ 3)⁻¹ * inner ℝ y w = -(‖y‖ ^ 3)⁻¹ * inner ℝ w y
    rw [real_inner_comm]
  refine (HasFDerivAt.congr_of_eventuallyEq hp he).congr_fderiv
    (ContinuousLinearMap.ext fun v => ?_)
  change -(‖x‖ ^ 3)⁻¹ * inner ℝ w v
      + inner ℝ w x * (3 / ‖x‖ ^ 4 * (‖x‖⁻¹ * inner ℝ x v))
    = 3 * inner ℝ w x / ‖x‖ ^ 5 * inner ℝ x v - (‖x‖ ^ 3)⁻¹ * inner ℝ w v
  ring

/-- The Hessian of `1/‖x‖` at distance `d` along the unit vector `n` is
`(3 n nᵀ - 1)/d³`. -/
theorem hessian_coulomb {d : ℝ} (hd : 0 < d) {n : Space} (hn : ‖n‖ = 1) :
    hessian coulomb (d • n) =
      (d ^ 3)⁻¹ • ((3 : ℝ) • vecMulVec n.ofLp n.ofLp - 1) := by
  have hnorm : ‖d • n‖ = d := by
    rw [norm_smul, hn, mul_one, Real.norm_eq_abs, abs_of_pos hd]
  have hx : d • n ≠ 0 := by
    rw [← norm_ne_zero_iff, hnorm]
    exact hd.ne'
  ext i j
  have a : ∀ k : Fin 3, inner ℝ (EuclideanSpace.single k (1 : ℝ)) (d • n)
      = d * n.ofLp k := by
    intro k
    simp [EuclideanSpace.inner_single_left]
  have c : inner ℝ (EuclideanSpace.single j (1 : ℝ)) (EuclideanSpace.single i (1 : ℝ))
      = (1 : Matrix (Fin 3) (Fin 3) ℝ) i j := by
    fin_cases i <;> fin_cases j <;> simp [EuclideanSpace.inner_single_left]
  unfold hessian
  rw [(hasFDerivAt_gradient hx _).fderiv]
  change 3 * inner ℝ (EuclideanSpace.single j (1 : ℝ)) (d • n) / ‖d • n‖ ^ 5
      * inner ℝ (d • n) (EuclideanSpace.single i (1 : ℝ))
      - (‖d • n‖ ^ 3)⁻¹ * inner ℝ (EuclideanSpace.single j (1 : ℝ))
        (EuclideanSpace.single i (1 : ℝ))
    = (d ^ 3)⁻¹ * (3 * (n.ofLp i * n.ofLp j) - (1 : Matrix (Fin 3) (Fin 3) ℝ) i j)
  rw [real_inner_comm (EuclideanSpace.single i (1 : ℝ)) (d • n), a, a, c, hnorm]
  have hd0 := hd.ne'
  field_simp

/-- A unit vector has unit dot product with itself in coordinates. -/
lemma unit_dot {n : Space} (hn : ‖n‖ = 1) : n.ofLp ⬝ᵥ n.ofLp = 1 := by
  have h := EuclideanSpace.norm_sq_eq n
  rw [hn] at h
  simp only [Real.norm_eq_abs, sq_abs, Fin.sum_univ_three] at h
  simp only [dotProduct, Fin.sum_univ_three]
  linear_combination -h

/-- The Hessian at `d n` sends a vector `v` to `(3 (n·v) n - v)/d³`. -/
theorem hessian_mulVec {d : ℝ} (hd : 0 < d) {n : Space} (hn : ‖n‖ = 1)
    (v : Fin 3 → ℝ) :
    hessian coulomb (d • n) *ᵥ v =
      (d ^ 3)⁻¹ • ((3 * (n.ofLp ⬝ᵥ v)) • n.ofLp - v) := by
  rw [hessian_coulomb hd hn]
  ext i
  have h1 := congrFun (Matrix.one_mulVec v) i
  simp only [Matrix.mulVec, dotProduct, Fin.sum_univ_three] at h1
  simp only [Matrix.mulVec, dotProduct, Fin.sum_univ_three, Matrix.smul_apply,
    Matrix.sub_apply, Matrix.vecMulVec_apply, Pi.smul_apply, Pi.sub_apply, smul_eq_mul]
  linear_combination -(d ^ 3)⁻¹ * h1

/-- The bond direction `n` is an eigenvector of the Hessian with eigenvalue `2/d³`. -/
theorem sigma_eigenvector {d : ℝ} (hd : 0 < d) {n : Space} (hn : ‖n‖ = 1) :
    hessian coulomb (d • n) *ᵥ n.ofLp = (2 / d ^ 3) • n.ofLp := by
  rw [hessian_mulVec hd hn, unit_dot hn]
  ext i
  simp only [Pi.smul_apply, Pi.sub_apply, smul_eq_mul]
  ring

/-- A vector satisfies the eigenvalue equation of the Hessian for `-1/d³` exactly when it is
orthogonal to the bond direction `n`. -/
theorem pi_eigenplane {d : ℝ} (hd : 0 < d) {n : Space} (hn : ‖n‖ = 1)
    (v : Fin 3 → ℝ) :
    hessian coulomb (d • n) *ᵥ v = (-1 / d ^ 3) • v ↔ n.ofLp ⬝ᵥ v = 0 := by
  rw [hessian_mulVec hd hn]
  constructor
  · intro h
    -- project the eigenvalue equation on the bond direction
    have h2 := congrArg (fun u => n.ofLp ⬝ᵥ u) h
    simp only [dotProduct_smul, dotProduct_sub, unit_dot hn, smul_eq_mul] at h2
    have hc : (d ^ 3)⁻¹ ≠ 0 := inv_ne_zero (pow_ne_zero 3 hd.ne')
    exact mul_left_cancel₀ hc (by linear_combination h2 / 3)
  · intro h
    rw [h]
    ext i
    simp only [Pi.smul_apply, Pi.sub_apply, smul_eq_mul]
    ring

/-- The Hessian coupling of two p directions `u` and `v` has the Slater–Koster form with
sigma parameter `2/d³` and pi parameter `-1/d³`. -/
theorem slater_koster_form {d : ℝ} (hd : 0 < d) {n : Space} (hn : ‖n‖ = 1)
    (u v : Fin 3 → ℝ) :
    u ⬝ᵥ (hessian coulomb (d • n) *ᵥ v) =
      2 / d ^ 3 * ((u ⬝ᵥ n.ofLp) * (n.ofLp ⬝ᵥ v))
        + -1 / d ^ 3 * (u ⬝ᵥ v - (u ⬝ᵥ n.ofLp) * (n.ofLp ⬝ᵥ v)) := by
  rw [hessian_mulVec hd hn]
  simp only [dotProduct_smul, dotProduct_sub, smul_eq_mul]
  ring

/-- The coupling along the bond divided by the coupling along a unit vector `p`
perpendicular to the bond is `-2`. -/
theorem sigma_pi_ratio {d : ℝ} (hd : 0 < d) {n p : Space} (hn : ‖n‖ = 1)
    (hp : ‖p‖ = 1) (hnp : n.ofLp ⬝ᵥ p.ofLp = 0) :
    (n.ofLp ⬝ᵥ (hessian coulomb (d • n) *ᵥ n.ofLp)) /
      (p.ofLp ⬝ᵥ (hessian coulomb (d • n) *ᵥ p.ofLp)) = -2 := by
  have hs : n.ofLp ⬝ᵥ (hessian coulomb (d • n) *ᵥ n.ofLp) = 2 / d ^ 3 := by
    rw [slater_koster_form hd hn, unit_dot hn]
    ring
  have hq : p.ofLp ⬝ᵥ (hessian coulomb (d • n) *ᵥ p.ofLp) = -1 / d ^ 3 := by
    rw [slater_koster_form hd hn, unit_dot hp, hnp]
    ring
  rw [hs, hq, div_eq_iff (div_ne_zero (by norm_num) (pow_ne_zero 3 hd.ne'))]
  ring

/-- The Hessian of `1/‖x‖` at `d n` has zero trace: the potential satisfies the Laplace
equation there. -/
theorem laplace_equation {d : ℝ} (hd : 0 < d) {n : Space} (hn : ‖n‖ = 1) :
    (hessian coulomb (d • n)).trace = 0 := by
  have h := unit_dot hn
  simp only [dotProduct, Fin.sum_univ_three] at h
  rw [hessian_coulomb hd hn]
  simp only [Matrix.trace, Matrix.diag_apply, Fin.sum_univ_three, Matrix.smul_apply,
    Matrix.sub_apply, Matrix.vecMulVec_apply, Matrix.one_apply_eq, smul_eq_mul]
  linear_combination 3 * (d ^ 3)⁻¹ * h

end CoulombHessian
```

```lean
#print axioms CoulombHessian.hessian_mulVec
#print axioms CoulombHessian.pi_eigenplane
#print axioms CoulombHessian.sigma_pi_ratio
#print axioms CoulombHessian.laplace_equation
```

```
'CoulombHessian.hessian_mulVec' depends on axioms: [propext, Classical.choice, Quot.sound]
'CoulombHessian.pi_eigenplane' depends on axioms: [propext, Classical.choice, Quot.sound]
'CoulombHessian.sigma_pi_ratio' depends on axioms: [propext, Classical.choice, Quot.sound]
'CoulombHessian.laplace_equation' depends on axioms: [propext, Classical.choice, Quot.sound]
```

## How the Lean statements read

`Space` is real Euclidean space with three coordinates, and `coulomb` is the potential of a unit point charge with all prefactors set to one. `hessian f x` is defined for any scalar field: its entry `i j` is the derivative along $e_i$ of the derivative along $e_j$. Lean's `fderiv` returns zero where a function is not differentiable, so the `HasFDerivAt` theorems matter: they establish that the derivatives used here exist.

In `hessian_coulomb` and all later theorems about the Hessian, the hypotheses `0 < d` and `‖n‖ = 1` describe a nonzero displacement by its length and direction. The coordinates of `n` are `n.ofLp`, and `vecMulVec n.ofLp n.ofLp` is $nn^{\mathsf T}$. The symbols `*ᵥ` and `⬝ᵥ` are the matrix–vector and dot products.

`sigma_eigenvector` gives the eigenvalue along the bond. `pi_eigenplane` is an equivalence, so it identifies the full solution set of the eigenvalue equation for $-1/d^3$, including the zero vector. `sigma_pi_ratio` assumes that `p` is a unit vector perpendicular to `n`.

The file contains no orbitals, normalisation factors, screening or lattice sums. It treats the static $1/r$ field away from the origin, not the finite-energy waves of general multiple-scattering theory.

## How the proof follows the derivation

- `hasFDerivAt_distance` starts from the known derivative of $\|x\|^2$ and applies the square-root rule. `hasFDerivAt_coulomb` then composes with the inverse.
- `hasFDerivAt_gradient` contains the second differentiation. Its step `hc` differentiates $-r^{-3}$, and `hp` applies the product rule. The step `he` shows that the gradient formula holds near $x$, using the fact that the nonzero points form an open set.
- `hessian_coulomb` inserts the coordinate vectors. Its step `hnorm` gives $\|d\,n\|=d$, `a` evaluates $e_k\cdot(d\,n)=d\,n_k$, and `c` turns $e_j\cdot e_i$ into an entry of the identity matrix. `field_simp` cancels the powers of $d$.
- `unit_dot` converts $\|n\|=1$ into $n\cdot n=1$, and `hessian_mulVec` computes $Hv$. For the forward direction of `pi_eigenplane`, the proof takes the dot product of the eigenvalue equation with $n$ and cancels the nonzero factor $1/d^3$. The reverse direction is substitution.
- `slater_koster_form` expands $u\cdot Hv$. `sigma_pi_ratio` evaluates it for the two directions and divides, while `laplace_equation` sums the diagonal and uses $n\cdot n=1$.

## Filling the p–p block

The decaying p-type solution of Laplace's equation centred on one site is, up to normalisation, a first derivative $\partial_j(1/r)$. The linear term of its Taylor expansion about a second site at $d\,n$ has coefficients $H_{ij}$. This identification is the physical input that links the Hessian to electronic structure, and it applies to bare structure constants at zero kinetic energy.

In code, each pair of distinct sites then needs only $d$, $n$ and the matrix $(3nn^{\mathsf T}-1)/d^3$, multiplied by the factor of the chosen convention; no rotation into a bond frame is required. If the p functions are real harmonics ordered by $m=-1,0,1$, the Cartesian order is $y,z,x$, and the rows and columns must be permuted to match.
